# An exact formula for the quadratic energy error of an augmented trial vector in a finite APW model

In Slater's augmented plane wave (APW) method, the wave function inside each atomic sphere is built from radial solutions at a trial energy \(E\). If \(E\) misses the true eigenvalue \(e\), the energy computed with these solutions is in general wrong too. A two-state model of this error has one envelope state of energy \(a\), which stands for the plane-wave part, coupled with strength \(b\) to one interior level of energy \(d\):

\[
H=\begin{pmatrix} a & b\\ b & d\end{pmatrix},\qquad
v(E)=\begin{pmatrix}1\\ -b/(d-E)\end{pmatrix}.
\]

The second component of \(v(E)\) solves the interior row of the eigenvalue equation with \(E\) in place of the unknown \(e\). If \(e\) is an eigenvalue of \(H\), and \(e\) and \(E\) both differ from \(d\), the Rayleigh quotient of \(v(E)\) is

\[
\frac{v^{T}Hv}{v^{T}v}=e+\frac{b^2(e-E)^2}{(d-e)\left((d-E)^2+b^2\right)} .
\]

There is no term linear in \(E-e\): at \(E=e\) the trial vector is an exact eigenvector, and the Rayleigh quotient is stationary there.

Take \(a=1\), \(b=2\), \(d=4\), with eigenvalues 0 and 5. At \(E=1\) the trial vector is \((1,-2/3)\), or \((3,-2)/\sqrt{13}\) when normalised. For the unnormalised vector, \(v^{T}Hv=1-8/3+16/9=1/9\) and the squared norm is \(13/9\), so the quotient, which is the energy expectation value, is \(1/13\). The formula with \(e=0\) gives \(4\cdot 1/(4\cdot 13)=1/13\). With \(e=5\) it gives \(5-64/13\), the same number measured from the other eigenvalue.

## The error with any finite number of interior levels

Let the envelope state couple through real numbers \(b_i\) to finitely many interior levels \(d_i\), which are not coupled to each other. The trial vector has envelope amplitude 1 and interior amplitudes \(-b_i/(d_i-E)\). For an eigenvalue \(e\), with \(e\) and \(E\) different from every \(d_i\), its Rayleigh quotient \(R(E)\) satisfies

\[
R(E)=e+C(E)\,(E-e)^2,\qquad
C(E)=\frac{\displaystyle\sum_i \frac{1}{d_i-e}\left(\frac{b_i}{d_i-E}\right)^2}{\displaystyle 1+\sum_i\left(\frac{b_i}{d_i-E}\right)^2}.
\]

This is an equality at finite mismatch, not the first term of an expansion. The coefficient \(C(E)\) itself varies with \(E\).

## Where the trial energy enters an APW program

For a chosen \(E\), an APW program integrates the radial equation outward for each angular momentum, matches the solution to the plane waves at the sphere radius, and assembles the Hamiltonian and overlap matrices from the resulting functions. If \(E\) is then held fixed while the matrices are diagonalised, the energies inherit an error from the mismatch. For a single envelope state and finitely many levels, the identity gives that error in closed form.

In the model, the division \(b_i/(d_i-E)\) takes the place of the radial integration, and the Rayleigh quotient that of the energy evaluation. As long as it differs from every \(d_i\), the quotient can be fed back as the next trial energy. In the example, \(E=1\) returns \(1/13\), and \(E=1/13\) returns \(1/3277\), close to the eigenvalue 0. Each pass multiplies the square of the previous error by the current value of \(C\).

## How the linear term cancels, level by level

Write an eigenvector as \((x,y_i)\), with envelope amplitude \(x\) and interior amplitudes \(y_i\). The eigenvalue equation reads

\[
ax+\sum_i b_i y_i=ex,\qquad b_i x+d_i y_i=e y_i .
\]

Since \(e\ne d_i\), the interior rows give \(y_i=-b_i x/(d_i-e)\). If \(x\) were zero, every \(y_i\) would be zero as well, which an eigenvector excludes. Inserting \(y_i\) in the envelope row and dividing by \(x\) gives the secular equation

\[
a-e=\sum_i\frac{b_i^2}{d_i-e}.
\]

It follows that the trial vector at \(E=e\) is an exact eigenvector: its interior rows hold by construction, and its envelope row is the secular equation.

For general \(E\), set \(q_i=b_i/(d_i-E)\), so that the trial vector is \(v=(1,-q_i)\). Its squared norm is \(N=1+\sum_i q_i^2\), and

\[
v^{T}Hv=a-2\sum_i b_i q_i+\sum_i d_i q_i^2 .
\]

Replace \(a\) by means of the secular equation, write \(b_i=q_i(d_i-E)\), and subtract \(eN\):

\[
v^{T}Hv-eN=\sum_i q_i^2\left[\frac{(d_i-E)^2}{d_i-e}-2(d_i-E)+(d_i-e)\right].
\]

The bracket is a complete square divided by \(d_i-e\):

\[
\frac{\left((d_i-E)-(d_i-e)\right)^2}{d_i-e}=\frac{(E-e)^2}{d_i-e}.
\]

Therefore \(v^{T}Hv=eN+(E-e)^2\sum_i q_i^2/(d_i-e)\), and division by \(N\) gives the identity. With one level, multiplying the numerator and denominator of \(C\) by \((d-E)^2\) gives the formula for the \(2\times2\) matrix.

As \(E\to e\), \(C(E)\) is continuous, so the error divided by \((E-e)^2\) tends to \(C(e)\). If \(e\) lies below every \(d_i\) and some \(b_i\) is nonzero, every term in the numerator of \(C\) is nonnegative and at least one is positive. The limit is then positive and the error is of order exactly two. If \(e\) lies between interior levels, terms of opposite sign can cancel.

## Lean source for the finite model

```lean
import Mathlib

open Matrix Filter Topology

namespace SlaterAPW

noncomputable section

variable {ι : Type*} [Fintype ι] [DecidableEq ι]

/-- The Rayleigh quotient of a real matrix `H` in a nonzero vector `v`. -/
def rayleigh {n : Type*} [Fintype n] (H : Matrix n n ℝ) (v : n → ℝ) : ℝ :=
  (v ⬝ᵥ (H *ᵥ v)) / (v ⬝ᵥ v)

/-- The Hamiltonian of one envelope state of energy `a`, coupled by `b i` to interior
levels of energy `d i`. -/
def ham (a : ℝ) (b d : ι → ℝ) : Matrix (Option ι) (Option ι) ℝ :=
  Matrix.of fun p q => match p, q with
    | none, none => a
    | none, some i => b i
    | some i, none => b i
    | some i, some j => if i = j then d i else 0

/-- The augmented trial vector at trial energy `E`: envelope amplitude 1 and interior
amplitudes `-b i / (d i - E)`, for `E` different from every `d i`. -/
def apw (b d : ι → ℝ) (E : ℝ) : Option ι → ℝ
  | none => 1
  | some i => -b i / (d i - E)

/-- The coefficient of the squared energy mismatch in the APW error, for an eigenvalue `e` and a
trial energy `E`, both different from every `d i`. -/
def errorCoeff (b d : ι → ℝ) (e E : ℝ) : ℝ :=
  (∑ i, (b i / (d i - E)) ^ 2 / (d i - e)) / (1 + ∑ i, (b i / (d i - E)) ^ 2)

/-- The envelope component of the Hamiltonian acting on a vector. -/
theorem ham_mulVec_none (a : ℝ) (b d : ι → ℝ) (v : Option ι → ℝ) :
    (ham a b d *ᵥ v) none = a * v none + ∑ i, b i * v (some i) := by
  simp [ham, Matrix.mulVec, dotProduct, Fintype.sum_option]

/-- The interior components of the Hamiltonian acting on a vector. -/
theorem ham_mulVec_some (a : ℝ) (b d : ι → ℝ) (v : Option ι → ℝ) (i : ι) :
    (ham a b d *ᵥ v) (some i) = b i * v none + d i * v (some i) := by
  simp [ham, Matrix.mulVec, dotProduct, Fintype.sum_option]

/-- An eigenvalue `e` that differs from every interior level satisfies the secular equation
`a - e = ∑ b i ^ 2 / (d i - e)`. -/
theorem secular_equation {a e : ℝ} {b d : ι → ℝ} (he : ∀ i, e ≠ d i)
    (heig : ∃ v, v ≠ 0 ∧ ham a b d *ᵥ v = e • v) :
    a - e = ∑ i, b i ^ 2 / (d i - e) := by
  obtain ⟨v, hv, h⟩ := heig
  have h0 := congrFun h none
  rw [ham_mulVec_none, Pi.smul_apply, smul_eq_mul] at h0
  -- the interior amplitudes follow from the envelope amplitude
  have h1 : ∀ i, v (some i) = -(b i * v none) / (d i - e) := by
    intro i
    have hi := congrFun h (some i)
    rw [ham_mulVec_some, Pi.smul_apply, smul_eq_mul] at hi
    rw [eq_div_iff (sub_ne_zero.mpr (he i).symm)]
    linear_combination hi
  have hx : v none ≠ 0 := by
    intro hx
    apply hv
    funext p
    cases p with
    | none => exact hx
    | some i => rw [h1 i, hx]; simp
  have hs : ∑ i, b i * v (some i) = -(∑ i, b i ^ 2 / (d i - e)) * v none := by
    rw [neg_mul, Finset.sum_mul, ← Finset.sum_neg_distrib]
    exact Finset.sum_congr rfl fun i _ => by rw [h1 i]; ring
  apply mul_right_cancel₀ hx
  linear_combination h0 - hs

/-- If the trial energy equals an eigenvalue `e` that differs from every interior level, the
augmented trial vector is an exact eigenvector. -/
theorem apw_exact {a e : ℝ} {b d : ι → ℝ} (he : ∀ i, e ≠ d i)
    (heig : ∃ v, v ≠ 0 ∧ ham a b d *ᵥ v = e • v) :
    ham a b d *ᵥ apw b d e = e • apw b d e := by
  have hsec := secular_equation he heig
  funext p
  cases p with
  | none =>
    rw [ham_mulVec_none, Pi.smul_apply, smul_eq_mul]
    have hs : ∑ i, b i * apw b d e (some i) = -∑ i, b i ^ 2 / (d i - e) := by
      rw [← Finset.sum_neg_distrib]
      exact Finset.sum_congr rfl fun i _ => by simp only [apw]; ring
    rw [hs]
    simp only [apw]
    linear_combination hsec
  | some i =>
    rw [ham_mulVec_some, Pi.smul_apply, smul_eq_mul]
    simp only [apw]
    have hc : -b i / (d i - e) * (d i - e) = -b i :=
      div_mul_cancel₀ _ (sub_ne_zero.mpr (he i).symm)
    linear_combination hc

/-- For an eigenvalue `e` and a trial energy `E`, both different from every interior level,
the Rayleigh quotient of the augmented trial vector is `e` plus `errorCoeff` times
`(E - e) ^ 2`. -/
theorem apw_rayleigh {a e E : ℝ} {b d : ι → ℝ} (he : ∀ i, e ≠ d i) (hE : ∀ i, E ≠ d i)
    (heig : ∃ v, v ≠ 0 ∧ ham a b d *ᵥ v = e • v) :
    rayleigh (ham a b d) (apw b d E) = e + errorCoeff b d e E * (E - e) ^ 2 := by
  have hsec := secular_equation he heig
  have hn : apw b d E none = 1 := rfl
  have hnorm : apw b d E ⬝ᵥ apw b d E = 1 + ∑ i, (b i / (d i - E)) ^ 2 := by
    simp only [dotProduct, Fintype.sum_option, hn, mul_one]
    congr 1
    exact Finset.sum_congr rfl fun i _ => by simp only [apw]; ring
  -- level by level, the first-order terms in `E - e` cancel
  have key : ∑ i, b i * apw b d E (some i)
      + ∑ i, apw b d E (some i) * (b i + d i * apw b d E (some i))
      + ∑ i, b i ^ 2 / (d i - e)
      = e * ∑ i, (b i / (d i - E)) ^ 2
        + (E - e) ^ 2 * ∑ i, (b i / (d i - E)) ^ 2 / (d i - e) := by
    simp only [Finset.mul_sum, ← Finset.sum_add_distrib]
    refine Finset.sum_congr rfl fun i _ => ?_
    have h1 : d i - e ≠ 0 := sub_ne_zero.mpr (he i).symm
    have h2 : d i - E ≠ 0 := sub_ne_zero.mpr (hE i).symm
    simp only [apw]
    field_simp
    ring
  have hnum : apw b d E ⬝ᵥ (ham a b d *ᵥ apw b d E)
      = e * (1 + ∑ i, (b i / (d i - E)) ^ 2)
        + (E - e) ^ 2 * ∑ i, (b i / (d i - E)) ^ 2 / (d i - e) := by
    simp only [dotProduct, Fintype.sum_option, ham_mulVec_none, ham_mulVec_some, hn,
      mul_one, one_mul]
    linear_combination key + hsec
  have hN : 1 + ∑ i, (b i / (d i - E)) ^ 2 ≠ 0 := by positivity
  rw [rayleigh, hnum, hnorm, errorCoeff, add_div, mul_div_cancel_right₀ _ hN]
  ring

/-- For an eigenvalue `e` different from every interior level, the APW energy error divided by
`(E - e) ^ 2` tends to `errorCoeff b d e e` as the trial energy `E` tends to `e`. -/
theorem apw_error_limit {a e : ℝ} {b d : ι → ℝ} (he : ∀ i, e ≠ d i)
    (heig : ∃ v, v ≠ 0 ∧ ham a b d *ᵥ v = e • v) :
    Tendsto (fun E => (rayleigh (ham a b d) (apw b d E) - e) / (E - e) ^ 2)
      (𝓝[≠] e) (𝓝 (errorCoeff b d e e)) := by
  have hq : ∀ i, ContinuousAt (fun E : ℝ => (b i / (d i - E)) ^ 2) e := fun i =>
    (continuousAt_const.div (continuousAt_const.sub continuousAt_id)
      (sub_ne_zero.mpr (he i).symm)).pow 2
  have h1 : ContinuousAt (fun E : ℝ => ∑ i, (b i / (d i - E)) ^ 2 / (d i - e)) e :=
    tendsto_finsetSum _ fun i _ => (hq i).div_const _
  have h2 : ContinuousAt (fun E : ℝ => ∑ i, (b i / (d i - E)) ^ 2) e :=
    tendsto_finsetSum _ fun i _ => hq i
  have hN : 1 + ∑ i, (b i / (d i - e)) ^ 2 ≠ 0 := by positivity
  have hc : ContinuousAt (fun E => errorCoeff b d e E) e :=
    h1.div (continuousAt_const.add h2) hN
  -- close to `e` the trial energy avoids all interior levels
  have hev : ∀ᶠ E in 𝓝[≠] e, ∀ i, E ≠ d i :=
    Filter.eventually_all.mpr fun i =>
      (eventually_ne_nhds (he i)).filter_mono nhdsWithin_le_nhds
  refine (hc.tendsto.mono_left nhdsWithin_le_nhds).congr' ?_
  filter_upwards [hev, self_mem_nhdsWithin] with E hE hne
  have hs : (E - e) ^ 2 ≠ 0 := pow_ne_zero 2 (sub_ne_zero.mpr hne)
  rw [apw_rayleigh he hE heig, add_sub_cancel_left, mul_div_cancel_right₀ _ hs]

omit [DecidableEq ι] in
/-- The error coefficient is positive if `e` lies below every interior level, `E` differs from
every interior level and at least one coupling is nonzero. -/
theorem errorCoeff_pos {e E : ℝ} {b d : ι → ℝ} (he : ∀ i, e < d i) (hE : ∀ i, E ≠ d i)
    (hb : ∃ i, b i ≠ 0) : 0 < errorCoeff b d e E := by
  obtain ⟨i, hi⟩ := hb
  have hq : b i / (d i - E) ≠ 0 := div_ne_zero hi (sub_ne_zero.mpr (hE i).symm)
  have hN : 0 < 1 + ∑ j, (b j / (d j - E)) ^ 2 := by positivity
  refine div_pos (Finset.sum_pos' (fun j _ => ?_) ⟨i, Finset.mem_univ i, ?_⟩) hN
  · exact div_nonneg (sq_nonneg _) (sub_pos.mpr (he j)).le
  · exact div_pos (by positivity) (sub_pos.mpr (he i))

/-- The two-level case: for an eigenvalue `e` of `[[a, b], [b, d]]` and a trial energy `E`, both
different from `d`, the Rayleigh quotient of `(1, -b / (d - E))` in closed form. -/
theorem two_level_rayleigh {a b d e E : ℝ} (he : e ≠ d) (hE : E ≠ d)
    (heig : ∃ v : Fin 2 → ℝ, v ≠ 0 ∧ !![a, b; b, d] *ᵥ v = e • v) :
    rayleigh !![a, b; b, d] ![1, -b / (d - E)]
      = e + b ^ 2 * (e - E) ^ 2 / ((d - e) * ((d - E) ^ 2 + b ^ 2)) := by
  obtain ⟨v, hv, h⟩ := heig
  have hd : d - e ≠ 0 := sub_ne_zero.mpr he.symm
  have hD : d - E ≠ 0 := sub_ne_zero.mpr hE.symm
  have h0 : a * v 0 + b * v 1 = e * v 0 := by
    simpa [Matrix.mulVec, dotProduct, Fin.sum_univ_two] using congrFun h 0
  have h1 : b * v 0 + d * v 1 = e * v 1 := by
    simpa [Matrix.mulVec, dotProduct, Fin.sum_univ_two] using congrFun h 1
  have hv0 : v 0 ≠ 0 := by
    intro hz
    have hm : (d - e) * v 1 = 0 := by linear_combination h1 - b * hz
    have hv1 : v 1 = 0 := (mul_eq_zero.mp hm).resolve_left hd
    apply hv
    ext i
    fin_cases i
    · exact hz
    · exact hv1
  -- the characteristic equation fixes `a`
  have hdet : (a - e) * (d - e) = b ^ 2 := by
    apply mul_right_cancel₀ hv0
    linear_combination (d - e) * h0 - b * h1
  have ha : a = e + b ^ 2 / (d - e) := by
    rw [← hdet, mul_div_cancel_right₀ _ hd]
    ring
  have hnum : ∀ c : ℝ, ![1, c] ⬝ᵥ (!![a, b; b, d] *ᵥ ![1, c])
      = a + 2 * b * c + d * c ^ 2 := by
    intro c
    simp [Matrix.mulVec, dotProduct, Fin.sum_univ_two]
    ring
  have hnorm : ∀ c : ℝ, ![1, c] ⬝ᵥ ![1, c] = 1 + c ^ 2 := by
    intro c
    simp [dotProduct, Fin.sum_univ_two, pow_two]
  have hN : (d - E) ^ 2 + b ^ 2 ≠ 0 := by positivity
  have hq : 1 + (-b / (d - E)) ^ 2 = ((d - E) ^ 2 + b ^ 2) / (d - E) ^ 2 := by
    rw [eq_div_iff (pow_ne_zero 2 hD), add_mul, ← mul_pow, div_mul_cancel₀ _ hD]
    ring
  rw [rayleigh, hnum, hnorm, hq, ha]
  field_simp
  ring

end

end SlaterAPW
```

```lean
#print axioms SlaterAPW.apw_exact
-- 'SlaterAPW.apw_exact' depends on axioms: [propext, Classical.choice, Quot.sound]
#print axioms SlaterAPW.apw_error_limit
-- 'SlaterAPW.apw_error_limit' depends on axioms: [propext, Classical.choice, Quot.sound]
#print axioms SlaterAPW.errorCoeff_pos
-- 'SlaterAPW.errorCoeff_pos' depends on axioms: [propext, Classical.choice, Quot.sound]
#print axioms SlaterAPW.two_level_rayleigh
-- 'SlaterAPW.two_level_rayleigh' depends on axioms: [propext, Classical.choice, Quot.sound]
```

## What the theorems fix, and the step to a muffin-tin crystal

**The objects.** The finite type `ι` labels the interior levels. In `Option ι`, `none` is the envelope state and `some i` an interior level. `ham a b d` is the Hamiltonian in an orthonormal basis, so the overlap matrix is the identity. `apw b d E` is the trial vector; despite its name it contains neither plane waves nor spheres. `rayleigh` divides by the squared norm, so the vector need not be normalised. `errorCoeff b d e E` is \(C(E)\). Lower-case `e` is always the eigenvalue and capital `E` the trial energy, whereas many textbooks write \(E\) for the eigenvalue.

**The hypotheses.** `heig` says that some nonzero vector satisfies the eigenvalue equation with eigenvalue `e`. `he` and `hE` keep `e` and `E` away from the interior levels; in `errorCoeff_pos`, `he` is the stronger condition that `e` lies below all of them. A trial energy equal to some \(d_i\) resembles the APW situation in which a radial solution vanishes at the sphere radius and cannot be matched. The set of levels may be empty; then \(e=a\) and the error is zero.

**The proof.** `ham_mulVec_none` and `ham_mulVec_some` write out the two kinds of row. `secular_equation` eliminates the interior amplitudes, shows that the envelope amplitude is nonzero, and cancels it. `apw_exact` checks the eigenvalue equation at \(E=e\) row by row.

In `apw_rayleigh`, `hnorm` is the squared norm and `key` is the cancellation for each level, where `field_simp` and `ring` do the work of completing the square. `hnum` adds the secular equation to obtain \(v^{T}Hv\), and the last lines divide by the squared norm.

`apw_error_limit` combines the continuity of `errorCoeff` in `E` with the fact that trial energies close to `e` avoid all interior levels. `errorCoeff_pos` is the sign argument; applied at `E = e`, it makes the limit positive. `two_level_rayleigh` treats the explicit \(2\times2\) matrix separately, using its characteristic equation `hdet` to express \(a\) through \(e\).

**The limits of the model.** The theorems concern a real symmetric matrix with one envelope state and finitely many mutually uncoupled interior levels. An APW calculation for a crystal has many plane waves, a nontrivial overlap matrix, and basis functions whose slope may jump at the sphere boundary. The theorems do not justify replacing the matched radial solutions by a finite set of orthonormal levels coupled to a single envelope; that is the assumption of the model. The feedback cycle and the comparison with radial solutions are commentary on the theorems, not consequences checked in Lean.
